# The law of cosines for the directions between a nucleus and two electrons

With the nucleus at the origin and electrons at `x` and `y`, the lemma expresses the inner products of the electron directions `m` and `n` with the interelectronic direction `e` through the three distances, with the denominators cleared. It is pure geometry in a real inner product space of any dimension, and no wavefunction or Hamiltonian enters. The directions are fixed only by equations such as `x = ‖x‖ • m`, which make `m` a unit vector when `x` is nonzero and leave it arbitrary when `x` is zero; the same holds for the other two. The proof computes the inner products of `x` and `y` with `x - y`, expands `‖x - y‖ ^ 2`, and combines the results linearly.

The first attempt, which Lean rejects:

```lean
import Mathlib

noncomputable section

namespace DirectionCosines

variable {E : Type*} [NormedAddCommGroup E] [InnerProductSpace ℝ E]

/-- Law of cosines for the triangle of nucleus and two electrons: the inner products of the
electron directions `m`, `n` with the interelectronic direction `e`, in terms of distances. -/
theorem direction_cosines {x y m n e : E} (hx : x = ‖x‖ • m) (hy : y = ‖y‖ • n)
    (he : x - y = ‖x - y‖ • e) :
    2 * ‖x‖ * ‖x - y‖ * inner ℝ m e = ‖x - y‖ ^ 2 - (‖x‖ + ‖y‖) * (‖y‖ - ‖x‖) ∧
    2 * ‖y‖ * ‖x - y‖ * inner ℝ n e = -(‖x - y‖ ^ 2 + (‖x‖ + ‖y‖) * (‖y‖ - ‖x‖)) := by
  have hsq := norm_sub_sq_real x y
  have h1 : ‖x‖ * (‖x - y‖ * inner ℝ m e) = inner ℝ x (x - y) := by
    calc _ = inner ℝ (‖x‖ • m) (‖x - y‖ • e) := by
          rw [real_inner_smul_left, real_inner_smul_right]
      _ = _ := by rw [← hx, ← he]
  have h2 : ‖y‖ * (‖x - y‖ * inner ℝ n e) = inner ℝ y (x - y) := by
    calc _ = inner ℝ (‖y‖ • n) (‖x - y‖ • e) := by
          rw [real_inner_smul_left, real_inner_smul_right]
      _ = _ := by rw [← hy, ← he]
  rw [inner_sub_right, real_inner_self_eq_norm_sq] at h1 h2
  rw [real_inner_comm] at h2
  constructor
  · linear_combination 2 * h1 - hsq
  · linear_combination 2 * h2 + hsq

end DirectionCosines
```

The error:

```
Main.lean:28:4: error: ring failed, ring expressions not equal
E : Type u_1
inst✝¹ : NormedAddCommGroup E
inst✝ : InnerProductSpace ℝ E
x y m n e : E
hx : x = ‖x‖ • m
hy : y = ‖y‖ • n
he : x - y = ‖x - y‖ • e
hsq : ‖x - y‖ ^ 2 = ‖x‖ ^ 2 - 2 * inner ℝ x y + ‖y‖ ^ 2
h1 : ‖x‖ * (‖x - y‖ * inner ℝ m e) = ‖x‖ ^ 2 - inner ℝ x y
h2 : ‖y‖ * (‖x - y‖ * inner ℝ e n) = inner ℝ y x - ‖y‖ ^ 2
⊢ ‖y‖ * ‖x - y‖ * inner ℝ n e * 2 - ‖y‖ * ‖x - y‖ * inner ℝ e n * 2 + inner ℝ y x * 2 - inner ℝ x y * 2 = 0
```

Cause. The error is in the second identity, where `ring` is left with an equation it cannot close. The real inner product is symmetric, but `ring` does not use this fact, and treats `inner ℝ y x` and `inner ℝ x y` as unrelated quantities.

The step `rw [real_inner_comm] at h2` was meant to reconcile them. Given no arguments, the lemma fits any real inner product, and `rw` settled on `inner ℝ n e`, the first it met. The printed `h2` shows the result: `inner ℝ e n` now stands on the left, where the goal has `inner ℝ n e`, and `inner ℝ y x` is still there on the right, where `hsq` has `inner ℝ x y`. Both mismatches survive in the final goal.

The repair first states the one swap that is needed, `inner ℝ y x = inner ℝ x y`, as `hc`, and then rewrites `h2` with it. This leaves `inner ℝ n e` alone and brings the other term into the form used by `hsq`, so the same `linear_combination` succeeds.

As a diff, the version that Lean accepts:

```diff
@@ -23,5 +23,6 @@
       _ = _ := by rw [← hy, ← he]
   rw [inner_sub_right, real_inner_self_eq_norm_sq] at h1 h2
-  rw [real_inner_comm] at h2
+  have hc : inner ℝ y x = inner ℝ x y := real_inner_comm _ _
+  rw [hc] at h2
   constructor
   · linear_combination 2 * h1 - hsq
```
